# A Cauchy–Schwarz bound on the overlap error from dropped primitives

A contracted Gaussian basis function is a fixed linear combination of primitive Gaussians, so the overlap of two such functions is a double sum over primitive pairs. Some pairs contribute very little, and a program can save work by skipping them. The error can be controlled by a bound on how far the overlap moves, provided the bound can be found without evaluating the skipped terms.

Write the two functions as u = Σ cᵢ uᵢ and v = Σ dⱼ vⱼ, and let u' and v' be what remains after some primitives are removed, with the other coefficients left unchanged. Let S_u = Σ |cᵢ| ‖uᵢ‖, and define S_v, S_u' and S_v' in the same way, each over its own primitives. Then

|⟨u, v⟩ − ⟨u', v'⟩| ≤ S_u S_v − S_u' S_v'

The bound needs only coefficients and norms, so it does not see the distance between the centres: it recognises pairs that are small through their coefficients and norms, not pairs that are small because they lie far apart. It holds for finite contractions in any real or complex inner-product space.

## Contractions, weights and pair estimates

```lean
import Mathlib

open Finset

namespace PrimitivePrescreening

noncomputable section

variable {𝕜 E ι κ : Type*} [RCLike 𝕜] [NormedAddCommGroup E] [InnerProductSpace 𝕜 E]
```

The `variable` line sets the scene. `𝕜` is the field of scalars, and `RCLike 𝕜` lets it be ℝ or ℂ. `E` is the space containing the primitives, with an inner product and its norm. For Gaussians, think of the square-integrable functions with ⟨f, g⟩ = ∫ f̄ g; nothing below uses the Gaussian form. The types `ι` and `κ` supply the labels i and j of the primitives in the two contractions.

```lean
/-- The contracted function `∑ c i • u i` built from the primitives with index in `s`. -/
def contraction (s : Finset ι) (c : ι → 𝕜) (u : ι → E) : E :=
  ∑ i ∈ s, c i • u i
```

This is the contracted function

u = Σ(i ∈ s) cᵢ uᵢ

A `Finset ι` is a finite set of labels, `c : ι → 𝕜` assigns a coefficient to each label, and `•` multiplies a vector by a scalar. Removing primitives means replacing s by a smaller set s' with the same `c` and `u`. The truncated function therefore keeps its old coefficients and is not renormalized.

```lean
/-- The weight of a contraction: the sum of the coefficient moduli times the primitive norms. -/
def weight (s : Finset ι) (c : ι → 𝕜) (u : ι → E) : ℝ :=
  ∑ i ∈ s, ‖c i‖ * ‖u i‖
```

The weight is the quantity S_u from above:

S_u = Σ(i ∈ s) |cᵢ| ‖uᵢ‖

Lean writes `‖c i‖` for the modulus of a scalar as well as for the norm of a vector.

```lean
/-- The overlap accumulated over a kept set `P` of primitive pairs only. -/
def screenedOverlap (P : Finset (ι × κ)) (c : ι → 𝕜) (u : ι → E)
    (d : κ → 𝕜) (v : κ → E) : 𝕜 :=
  ∑ p ∈ P, inner 𝕜 (c p.1 • u p.1) (d p.2 • v p.2)
```

Here P is a finite set of pairs p = (i, j), whose components Lean calls `p.1` and `p.2`. The definition adds up the overlaps of those pairs only:

O(P) = Σ((i,j) ∈ P) ⟨cᵢ uᵢ, dⱼ vⱼ⟩

P can be any set of pairs, so O(P) need not be the overlap of two truncated functions.

```lean
/-- The screening estimate of one primitive pair: the product of the two coefficient moduli
and the two primitive norms. -/
def pairBound (c : ι → 𝕜) (u : ι → E) (d : κ → 𝕜) (v : κ → E) (p : ι × κ) : ℝ :=
  (‖c p.1‖ * ‖u p.1‖) * (‖d p.2‖ * ‖v p.2‖)
```

Each pair gets an estimate that is available before its integral is computed:

b(i,j) = |cᵢ| ‖uᵢ‖ |dⱼ| ‖vⱼ‖

It contains no information about the distance between the two centres. For far-apart Gaussians the true overlap can be much smaller than b(i,j).

## From pairs to the overlap

```lean
/-- The overlap of two contractions is the sum of the overlaps of all primitive pairs. -/
theorem overlap_eq_pair_sum (s : Finset ι) (t : Finset κ) (c : ι → 𝕜) (u : ι → E)
    (d : κ → 𝕜) (v : κ → E) :
    inner 𝕜 (contraction s c u) (contraction t d v) = screenedOverlap (s ×ˢ t) c u d v := by
  unfold contraction screenedOverlap
  rw [sum_inner, Finset.sum_product]
  refine Finset.sum_congr rfl fun i _ => ?_
  rw [inner_sum]
```

A theorem in Lean lists its data and hypotheses, then a colon, then the claim; the proof follows `:= by`. The claim here is that the full overlap is the sum over all pairs:

⟨u, v⟩ = Σ(i ∈ s) Σ(j ∈ t) ⟨cᵢ uᵢ, dⱼ vⱼ⟩ = O(s × t)

The symbol `×ˢ` forms the set of all pairs. The proof expands the inner product in its first argument with `sum_inner`, splits the sum over pairs into a double sum, and expands the second argument with `inner_sum`.

```lean
omit [InnerProductSpace 𝕜 E] in
/-- The product of the weights of two contractions is the sum of the estimates of all
primitive pairs. -/
theorem weight_mul_weight (s : Finset ι) (t : Finset κ) (c : ι → 𝕜) (u : ι → E)
    (d : κ → 𝕜) (v : κ → E) :
    weight s c u * weight t d v = ∑ p ∈ s ×ˢ t, pairBound c u d v p := by
  unfold weight pairBound
  rw [Finset.sum_mul_sum, Finset.sum_product]
```

The same expansion works for the weights, since a product of two sums is a double sum:

S_u S_v = Σ(i ∈ s) Σ(j ∈ t) b(i,j)

The `omit` line records that this identity needs norms but no inner product.

```lean
/-- The contribution of one primitive pair to the overlap is at most its screening estimate. -/
theorem norm_pair_le (c : ι → 𝕜) (u : ι → E) (d : κ → 𝕜) (v : κ → E) (p : ι × κ) :
    ‖inner 𝕜 (c p.1 • u p.1) (d p.2 • v p.2)‖ ≤ pairBound c u d v p := by
  have h := norm_inner_le_norm (𝕜 := 𝕜) (c p.1 • u p.1) (d p.2 • v p.2)
  rw [norm_smul, norm_smul] at h
  exact h
```

For a single pair, Cauchy–Schwarz gives

|⟨cᵢ uᵢ, dⱼ vⱼ⟩| ≤ ‖cᵢ uᵢ‖ ‖dⱼ vⱼ‖ = |cᵢ| ‖uᵢ‖ |dⱼ| ‖vⱼ‖ = b(i,j)

In the proof, `norm_inner_le_norm` is the Cauchy–Schwarz inequality, and `norm_smul` takes each coefficient out of the norm.

## Dropping pairs, then dropping primitives

```lean
/-- Pair screening: if only the primitive pairs in `P` are kept, the error of the overlap is at
most the product of the weights minus the estimates of the kept pairs. -/
theorem pair_screening_error {s : Finset ι} {t : Finset κ} {P : Finset (ι × κ)}
    (hP : P ⊆ s ×ˢ t) (c : ι → 𝕜) (u : ι → E) (d : κ → 𝕜) (v : κ → E) :
    ‖inner 𝕜 (contraction s c u) (contraction t d v) - screenedOverlap P c u d v‖
      ≤ weight s c u * weight t d v - ∑ p ∈ P, pairBound c u d v p := by
  classical
  -- both sides are sums over the dropped pairs
  have h1 : inner 𝕜 (contraction s c u) (contraction t d v) - screenedOverlap P c u d v
      = screenedOverlap ((s ×ˢ t) \ P) c u d v := by
    rw [overlap_eq_pair_sum, sub_eq_iff_eq_add]
    exact (Finset.sum_sdiff hP).symm
  have h2 : weight s c u * weight t d v - ∑ p ∈ P, pairBound c u d v p
      = ∑ p ∈ (s ×ˢ t) \ P, pairBound c u d v p := by
    rw [weight_mul_weight, sub_eq_iff_eq_add]
    exact (Finset.sum_sdiff hP).symm
  rw [h1, h2]
  unfold screenedOverlap
  -- triangle inequality, then the estimate of each pair
  exact (norm_sum_le _ _).trans (Finset.sum_le_sum fun p _ => norm_pair_le c u d v p)
```

The hypothesis `hP` says that the kept pairs P are among all the pairs s × t. Let D be the set of dropped pairs, written `(s ×ˢ t) \ P` in Lean. Subtracting the kept terms from the full overlap leaves the dropped ones:

⟨u, v⟩ − O(P) = Σ((i,j) ∈ D) ⟨cᵢ uᵢ, dⱼ vⱼ⟩

The same subtraction for the estimates gives

S_u S_v − Σ((i,j) ∈ P) b(i,j) = Σ((i,j) ∈ D) b(i,j)

The triangle inequality and the single-pair estimate connect the two:

|⟨u, v⟩ − O(P)| ≤ Σ((i,j) ∈ D) |⟨cᵢ uᵢ, dⱼ vⱼ⟩| ≤ Σ((i,j) ∈ D) b(i,j)

The steps `h1` and `h2` are the two subtractions. The last line joins the triangle inequality, `norm_sum_le`, to the termwise comparison.

```lean
/-- Primitive prescreening: if two contractions are cut down to the kept indices `s'` and `t'`,
their overlap changes by at most the product of the full weights minus the product of the
kept weights. -/
theorem prescreening_error {s s' : Finset ι} {t t' : Finset κ} (hs : s' ⊆ s) (ht : t' ⊆ t)
    (c : ι → 𝕜) (u : ι → E) (d : κ → 𝕜) (v : κ → E) :
    ‖inner 𝕜 (contraction s c u) (contraction t d v)
        - inner 𝕜 (contraction s' c u) (contraction t' d v)‖
      ≤ weight s c u * weight t d v - weight s' c u * weight t' d v := by
  -- keeping indices means keeping the product set of pairs
  have h := pair_screening_error (Finset.product_subset_product hs ht) c u d v
  rw [overlap_eq_pair_sum s' t', weight_mul_weight s' t']
  exact h
```

This is the bound stated at the start, with u' built on s' ⊆ s and v' built on t' ⊆ t. A pair survives exactly when both of its primitives survive, so the kept set is P = s' × t'. For this P, the two expansion theorems give

O(P) = ⟨u', v'⟩  and  Σ((i,j) ∈ P) b(i,j) = S_u' S_v'

Putting these into the pair-screening bound proves the claim. The Lean proof does the same: it applies `pair_screening_error` to the product set, then rewrites the goal with the two expansions until it matches.

The right-hand side can be rearranged as

S_u S_v − S_u' S_v' = (S_u − S_u') S_v + S_u' (S_v − S_v')

so the weight removed from one function is multiplied by weight that may be large in the other.

## A threshold for each pair

```lean
/-- Threshold screening: if every dropped pair has an estimate of at most `τ`, the error of the
overlap is at most `τ` times the number of dropped pairs. -/
theorem threshold_error {s : Finset ι} {t : Finset κ} {P : Finset (ι × κ)}
    (hP : P ⊆ s ×ˢ t) (c : ι → 𝕜) (u : ι → E) (d : κ → 𝕜) (v : κ → E) (τ : ℝ)
    (hτ : ∀ p ∈ s ×ˢ t, p ∉ P → pairBound c u d v p ≤ τ) :
    ‖inner 𝕜 (contraction s c u) (contraction t d v) - screenedOverlap P c u d v‖
      ≤ ((s.card : ℝ) * t.card - P.card) * τ := by
  classical
  -- the number of dropped pairs
  have hcard : (((s ×ˢ t) \ P).card : ℝ) = (s.card : ℝ) * t.card - P.card := by
    have h := Finset.card_sdiff_add_card_eq_card hP
    rw [Finset.card_product] at h
    rw [eq_sub_iff_add_eq]
    exact_mod_cast h
  calc _ ≤ weight s c u * weight t d v - ∑ p ∈ P, pairBound c u d v p :=
        pair_screening_error hP c u d v
    _ = ∑ p ∈ (s ×ˢ t) \ P, pairBound c u d v p := by
        rw [weight_mul_weight, sub_eq_iff_eq_add]
        exact (Finset.sum_sdiff hP).symm
    _ ≤ ((s ×ˢ t) \ P).card • τ :=
        Finset.sum_le_card_nsmul _ _ _ fun p hp =>
          hτ p (Finset.mem_sdiff.1 hp).1 (Finset.mem_sdiff.1 hp).2
    _ = _ := by rw [nsmul_eq_mul, hcard]
```

A tolerance τ can also be set for individual pairs, here on the estimate b(i,j). If a program screens with a distance-dependent estimate instead, this theorem applies only when the dropped pairs also satisfy the condition on b(i,j). The hypothesis `hτ` says that every dropped pair has b(i,j) ≤ τ; it places no condition on the kept pairs. With |s|, |t| and |P| for the numbers of elements, there are |s| |t| − |P| dropped pairs, and

|⟨u, v⟩ − O(P)| ≤ Σ((i,j) ∈ D) b(i,j) ≤ (|s| |t| − |P|) τ

The `calc` block follows this chain, and `hcard` supplies the count. For two contractions of six primitives each there are 36 pairs; if ten of them have b(i,j) ≤ 10⁻¹², dropping these changes the overlap by at most 10⁻¹¹. With normalized primitives b(i,j) = |cᵢ| |dⱼ|, so only pairs whose coefficient product is that small qualify, however far apart the centres are. For overlaps of finite contractions in exact arithmetic, this turns a tolerance on b(i,j) into an error bound on the contracted integral.

## Normalized primitives and the case of equality

```lean
/-- For normalized primitives the prescreening error is bounded by the contraction
coefficients alone. -/
theorem prescreening_error_normalized {s s' : Finset ι} {t t' : Finset κ}
    (hs : s' ⊆ s) (ht : t' ⊆ t) (c : ι → 𝕜) (u : ι → E) (d : κ → 𝕜) (v : κ → E)
    (hu : ∀ i ∈ s, ‖u i‖ = 1) (hv : ∀ j ∈ t, ‖v j‖ = 1) :
    ‖inner 𝕜 (contraction s c u) (contraction t d v)
        - inner 𝕜 (contraction s' c u) (contraction t' d v)‖
      ≤ (∑ i ∈ s, ‖c i‖) * (∑ j ∈ t, ‖d j‖) - (∑ i ∈ s', ‖c i‖) * (∑ j ∈ t', ‖d j‖) := by
  have h1 : ∀ r ⊆ s, weight r c u = ∑ i ∈ r, ‖c i‖ := fun r hr =>
    Finset.sum_congr rfl fun i hi => by rw [hu i (hr hi), mul_one]
  have h2 : ∀ r ⊆ t, weight r d v = ∑ j ∈ r, ‖d j‖ := fun r hr =>
    Finset.sum_congr rfl fun j hj => by rw [hv j (hr hj), mul_one]
  have h := prescreening_error hs ht c u d v
  rwa [h1 s (Finset.Subset.refl s), h1 s' hs, h2 t (Finset.Subset.refl t), h2 t' ht] at h
```

The hypotheses `hu` and `hv` say that every primitive in the full contractions has norm one. The contracted functions themselves need not be normalized. Each weight then reduces to a sum of coefficient moduli, and the bound becomes

(Σ(i ∈ s) |cᵢ|) (Σ(j ∈ t) |dⱼ|) − (Σ(i ∈ s') |cᵢ|) (Σ(j ∈ t') |dⱼ|)

The steps `h1` and `h2` make this replacement for any subset of the labels, which covers the full and the kept sets together.

```lean
/-- Sharpness: if all primitives are the same vector `e` of a real space and all coefficients
are nonnegative, the prescreening error equals its bound. -/
theorem prescreening_error_sharp {F : Type*} [NormedAddCommGroup F] [InnerProductSpace ℝ F]
    {s s' : Finset ι} {t t' : Finset κ} (hs : s' ⊆ s) (ht : t' ⊆ t)
    (c : ι → ℝ) (d : κ → ℝ) (hc : ∀ i, 0 ≤ c i) (hd : ∀ j, 0 ≤ d j) (e : F) :
    |inner ℝ (contraction s c fun _ => e) (contraction t d fun _ => e)
        - inner ℝ (contraction s' c fun _ => e) (contraction t' d fun _ => e)|
      = weight s c (fun _ => e) * weight t d (fun _ => e)
        - weight s' c (fun _ => e) * weight t' d (fun _ => e) := by
  have hc' : ∀ i, ‖c i‖ = c i := fun i => Real.norm_of_nonneg (hc i)
  have hd' : ∀ j, ‖d j‖ = d j := fun j => Real.norm_of_nonneg (hd j)
  -- with one common vector `e` and nonnegative coefficients, each overlap is the product of
  -- the weights
  have key : ∀ (a : Finset ι) (b : Finset κ),
      inner ℝ (contraction a c fun _ => e) (contraction b d fun _ => e)
        = weight a c (fun _ => e) * weight b d (fun _ => e) := by
    intro a b
    simp only [contraction, weight, hc', hd']
    rw [← Finset.sum_smul, ← Finset.sum_smul, ← Finset.sum_mul, ← Finset.sum_mul,
      real_inner_smul_left, real_inner_smul_right, real_inner_self_eq_norm_sq]
    ring
  -- the bound is nonnegative because it dominates a norm
  have hpos := (norm_nonneg _).trans
    (prescreening_error hs ht c (fun _ => e) d (fun _ => e))
  rw [key s t, key s' t']
  exact abs_of_nonneg hpos

end

end PrimitivePrescreening
```

The bound can be attained. Take a real space, let every primitive in both contractions be the same vector e, and let all coefficients be nonnegative. Then u = (Σ cᵢ) e and v = (Σ dⱼ) e, so

⟨u, v⟩ = (Σ cᵢ) (Σ dⱼ) ‖e‖² = S_u S_v

The same holds for the truncated functions, hence

⟨u, v⟩ − ⟨u', v'⟩ = S_u S_v − S_u' S_v'

The right-hand side is nonnegative, because the prescreening theorem places it above an absolute value. Taking the absolute value of the left-hand side therefore changes nothing, and error and bound agree. In Lean, `key` is the overlap formula for arbitrary label sets, and `hpos` is the nonnegativity.

A contraction that repeats one primitive is just a multiple of that primitive, so this case serves as a test of the bound; in a basis set the primitive would be listed once. Contractions used in calculations typically mix different exponents and often have coefficients of both signs. Primitives with different exponents or centres are not parallel, so Cauchy–Schwarz overestimates their overlap, and dropped terms of opposite sign partly cancel. The actual error may therefore lie well below the bound.

```lean
#print axioms PrimitivePrescreening.threshold_error
#print axioms PrimitivePrescreening.prescreening_error_normalized
#print axioms PrimitivePrescreening.prescreening_error_sharp
```

```
'PrimitivePrescreening.threshold_error' depends on axioms: [propext, Classical.choice, Quot.sound]
'PrimitivePrescreening.prescreening_error_normalized' depends on axioms: [propext, Classical.choice, Quot.sound]
'PrimitivePrescreening.prescreening_error_sharp' depends on axioms: [propext, Classical.choice, Quot.sound]
```
